# Second partial derivatives of the screened Coulomb function away from the origin

For the function f = exp(-k r)/r in three-dimensional real space, with r the distance from the origin and k any real number, the lemma concerns the second partial derivatives at a point p ≠ 0. It states that the partial derivative of f along axis j is itself differentiable along axis i at p, with derivative exp(-x) ((3 + 3x + x²) pᵢpⱼ/r⁵ - (1 + x) δᵢⱼ/r³), where x = k r. The proof writes the first partial derivative as a radial factor times the j-th coordinate and applies the chain and product rules. That formula for the first derivative holds only away from the origin, so the proof also shows that nearby points on the line through p along axis i are nonzero.

The failing Lean file:

```lean
import Mathlib

open Matrix Topology

namespace HasDerivAtPartialDerivYukawa

noncomputable section

/-- The distance `r = |p|` of the point `p` from the origin. -/
def radius (p : Fin 3 → ℝ) : ℝ := √(p ⬝ᵥ p)

/-- The screened Coulomb function `f = exp(-k r)/r`, meant for `p ≠ 0`. -/
def yukawa (k : ℝ) (p : Fin 3 → ℝ) : ℝ := Real.exp (-(k * radius p)) / radius p

/-- The partial derivative of `F` at `p` along the coordinate axis `i`. -/
def partialDeriv (i : Fin 3) (F : (Fin 3 → ℝ) → ℝ) (p : Fin 3 → ℝ) : ℝ :=
  deriv (fun t : ℝ => F (p + t • Pi.single i (1 : ℝ))) 0

/-- Away from the origin the distance is positive and its square is `p · p`. -/
theorem radius_pos_and_sq {p : Fin 3 → ℝ} (hp : p ≠ 0) :
    0 < radius p ∧ radius p ^ 2 = p ⬝ᵥ p := by
  have h0 : 0 ≤ p ⬝ᵥ p := Finset.sum_nonneg fun i _ => mul_self_nonneg (p i)
  have h1 : p ⬝ᵥ p ≠ 0 := fun h => hp (dotProduct_self_eq_zero.1 h)
  exact ⟨Real.sqrt_pos.2 (lt_of_le_of_ne h0 h1.symm), Real.sq_sqrt h0⟩

/-- Chain rule for a radial function: away from the origin, if `φ` is differentiable at `r = |p|`
with derivative `φ'(r)`, then the derivative at `p` of `φ` of the distance along axis `i` is
`φ'(r) pᵢ/r`. -/
theorem hasDerivAt_radial {p : Fin 3 → ℝ} (hp : p ≠ 0) (i : Fin 3) {φ : ℝ → ℝ} {φ' : ℝ}
    (hφ : HasDerivAt φ φ' (radius p)) :
    HasDerivAt (fun t : ℝ => φ (radius (p + t • Pi.single i (1 : ℝ))))
      (φ' * (p i / radius p)) 0 := by
  have hne : p ⬝ᵥ p ≠ 0 := fun h => hp (dotProduct_self_eq_zero.1 h)
  -- the squared distance is a quadratic polynomial along the axis
  have hq : ∀ t : ℝ, (p + t • Pi.single i (1 : ℝ)) ⬝ᵥ (p + t • Pi.single i (1 : ℝ))
      = p ⬝ᵥ p + 2 * p i * t + t ^ 2 := by
    intro t
    fin_cases i <;> simp [dotProduct, Fin.sum_univ_three, Pi.single_apply] <;> ring
  have e0 : p ⬝ᵥ p + 2 * p i * 0 + (0 : ℝ) ^ 2 = p ⬝ᵥ p := by ring
  have h : HasDerivAt (fun t : ℝ => p ⬝ᵥ p + 2 * p i * t + t ^ 2) (2 * p i) 0 :=
    ((((hasDerivAt_id' (0 : ℝ)).const_mul (2 * p i)).const_add (p ⬝ᵥ p)).fun_add
      ((hasDerivAt_id' (0 : ℝ)).fun_pow 2)).congr_deriv (by simp)
  have hr : HasDerivAt (fun t : ℝ => radius (p + t • Pi.single i (1 : ℝ)))
      (p i / radius p) 0 := by
    have hf : (fun t : ℝ => radius (p + t • Pi.single i (1 : ℝ)))
        = fun t : ℝ => √(p ⬝ᵥ p + 2 * p i * t + t ^ 2) :=
      funext fun t => by rw [radius, hq]
    rw [hf]
    refine (h.sqrt (by simpa only [e0] using hne)).congr_deriv ?_
    simp only [e0]
    exact mul_div_mul_left _ _ two_ne_zero
  have hc := HasDerivAt.comp (h₂ := φ) (h₂' := φ') (0 : ℝ) (by simpa using hφ) hr
  exact hc

/-- Away from the origin the gradient of `exp(-k r)/r` exists along each axis and is
`-(1 + k r) exp(-k r)/r³` times the position vector. -/
theorem hasDerivAt_yukawa (k : ℝ) {p : Fin 3 → ℝ} (hp : p ≠ 0) (i : Fin 3) :
    HasDerivAt (fun t : ℝ => yukawa k (p + t • Pi.single i (1 : ℝ)))
      (-(1 + k * radius p) * Real.exp (-(k * radius p)) / radius p ^ 3 * p i) 0 := by
  have hr : radius p ≠ 0 := (radius_pos_and_sq hp).1.ne'
  have he := ((hasDerivAt_id' (radius p)).const_mul k).fun_neg.exp
  refine (hasDerivAt_radial hp i (he.fun_div (hasDerivAt_id' (radius p)) hr)).congr_deriv ?_
  field_simp
  ring

/-- Away from the origin the second partial derivatives of `exp(-k r)/r` exist and are
`exp(-x) ((3 + 3x + x²) pᵢ pⱼ/r⁵ - (1 + x) δᵢⱼ/r³)` with `x = k r`. -/
theorem hasDerivAt_partialDeriv_yukawa (k : ℝ) {p : Fin 3 → ℝ} (hp : p ≠ 0) (i j : Fin 3) :
    HasDerivAt (fun t : ℝ => partialDeriv j (yukawa k) (p + t • Pi.single i (1 : ℝ)))
      (Real.exp (-(k * radius p)) *
        ((3 + 3 * (k * radius p) + (k * radius p) ^ 2) * (p i * p j) / radius p ^ 5
          - (1 + k * radius p) * (1 : Matrix (Fin 3) (Fin 3) ℝ) i j / radius p ^ 3)) 0 := by
  have hr : radius p ≠ 0 := (radius_pos_and_sq hp).1.ne'
  have he := ((hasDerivAt_id' (radius p)).const_mul k).fun_neg.exp
  -- derivative of the radial factor of the gradient
  have hψ : HasDerivAt (fun s : ℝ => -(1 + k * s) * Real.exp (-(k * s)) / s ^ 3)
      (Real.exp (-(k * radius p)) * (3 + 3 * (k * radius p) + (k * radius p) ^ 2)
        / radius p ^ 4) (radius p) := by
    refine (((((hasDerivAt_id' (radius p)).const_mul k).const_add 1).fun_neg.fun_mul
      he).fun_div ((hasDerivAt_id' (radius p)).fun_pow 3) (pow_ne_zero 3 hr)).congr_deriv ?_
    simp only [Nat.cast_ofNat, Nat.reduceSub]
    field_simp
    ring
  have hδ : (Pi.single i (1 : ℝ) : Fin 3 → ℝ) j = (1 : Matrix (Fin 3) (Fin 3) ℝ) i j := by
    rcases eq_or_ne i j with rfl | h
    · simp
    · rw [Matrix.one_apply_ne h, Pi.single_eq_of_ne h.symm]
  have hl : HasDerivAt (fun t : ℝ => (p + t • Pi.single i (1 : ℝ)) j)
      ((1 : Matrix (Fin 3) (Fin 3) ℝ) i j) 0 := by
    rw [← hδ]
    exact (((hasDerivAt_id' (0 : ℝ)).mul_const
      ((Pi.single i (1 : ℝ) : Fin 3 → ℝ) j)).const_add (p j)).congr_deriv (one_mul _)
  -- the gradient formula holds at all nearby points of the line
  have hc : Continuous fun t : ℝ => p + t • (Pi.single i (1 : ℝ) : Fin 3 → ℝ) := by
    fun_prop
  have hev := hc.continuousAt.eventually_ne (x := (0 : ℝ)) (y := 0) (by simpa using hp)
  refine (((hasDerivAt_radial hp i hψ).fun_mul hl).congr_of_eventuallyEq
    (hev.mono fun t ht => (hasDerivAt_yukawa k ht j).deriv)).congr_deriv ?_
  simp only [zero_smul, add_zero]
  field_simp
  ring

end

end HasDerivAtPartialDerivYukawa
```

The error:

```
Main.lean:88:37: error: Function expected at
  p + t • Pi.single i ?m.468
but this term has type
  ?m.475

Note: Expected a function because this term is being applied to the argument
  j
```

Cause. The error lies in the statement of `hl`, where `p + t • Pi.single i (1 : ℝ)` is applied to `j`. To accept that application, Lean must know that the sum is a function, but at that point its type is still the unknown `?m.475`. `Pi.single` allows the value type to depend on the index, so the real entry `1` does not by itself fix the type of the whole vector, and an expression about to be applied to `j` gets no expected type from outside. In `radius (p + t • Pi.single i (1 : ℝ))` the same sum causes no trouble, because `radius` expects an argument of type `Fin 3 → ℝ`.

The repair annotates the `Pi.single` term with `Fin 3 → ℝ`, so the sum is known to be a function and can be applied to `j`.

The change to `hev` answers no reported error and is tidying: it writes out the statement that nearby points on the line are nonzero, in place of the named arguments `x` and `y`.

The mended proof, as a diff:

```diff
@@ -86,5 +86,5 @@
     · simp
     · rw [Matrix.one_apply_ne h, Pi.single_eq_of_ne h.symm]
-  have hl : HasDerivAt (fun t : ℝ => (p + t • Pi.single i (1 : ℝ)) j)
+  have hl : HasDerivAt (fun t : ℝ => (p + t • (Pi.single i (1 : ℝ) : Fin 3 → ℝ)) j)
       ((1 : Matrix (Fin 3) (Fin 3) ℝ) i j) 0 := by
     rw [← hδ]
@@ -94,5 +94,6 @@
   have hc : Continuous fun t : ℝ => p + t • (Pi.single i (1 : ℝ) : Fin 3 → ℝ) := by
     fun_prop
-  have hev := hc.continuousAt.eventually_ne (x := (0 : ℝ)) (y := 0) (by simpa using hp)
+  have hev : ∀ᶠ t in 𝓝 (0 : ℝ), p + t • (Pi.single i (1 : ℝ) : Fin 3 → ℝ) ≠ 0 :=
+    hc.continuousAt.eventually_ne (by simpa using hp)
   refine (((hasDerivAt_radial hp i hψ).fun_mul hl).congr_of_eventuallyEq
     (hev.mono fun t ht => (hasDerivAt_yukawa k ht j).deriv)).congr_deriv ?_
```
